# A zero-norm vector of negative energy, outside the kernel of the overlap matrix, makes the orbital energy unbounded below

In an ultrasoft pseudopotential calculation the energy of an orbital $v$ is the quotient

$$R(v)=\frac{\langle v,Hv\rangle}{\langle v,Sv\rangle},$$

where $H$ is the Hamiltonian matrix and $S$ the overlap matrix, which includes the augmentation charge. Both are Hermitian matrices in a finite orthonormal basis, such as plane waves up to a cutoff. The inner product is conjugate-linear in its first argument, and $\|v\|^2=\langle v,v\rangle$. The number $\langle v,Sv\rangle$ is called the norm of $v$ below, although textbooks would call it a squared norm and expect it to be positive. A null vector is one with $\langle z,Sz\rangle=0$. "Ghost" refers here to trouble caused by vectors of zero or negative norm, not to the spurious bound states of separable norm-conserving potentials.

## When the energy has no lower bound

Suppose that a vector $z$ satisfies

$$\langle z,Sz\rangle=0,\qquad Sz\neq0,\qquad \langle z,Hz\rangle<0 .$$

Then for every real $E$ there is a vector $v$ with $\langle v,Sv\rangle>0$ and $R(v)<E$. Dividing $v$ by $\sqrt{\langle v,Sv\rangle}$ leaves $R(v)$ unchanged, so the constraint $\langle v,Sv\rangle=1$ gives no protection.

The condition on $z$ does not depend on the zero of energy: replacing $H$ by $H+cS$, with $c$ real, shifts every quotient by $c$ and leaves $\langle z,Hz\rangle$ as it was.

An indefinite $S$ does not always cause collapse. If $S$ has a vector of negative norm, $R$ is bounded below on positive-norm vectors exactly when $R(g)\le R(p)$ for every $g$ of negative norm and every $p$ of positive norm.

## Where an orbital minimizer relies on a positive overlap

Conjugate-gradient and related band solvers lower $R(v)$ at fixed $\langle v,Sv\rangle=1$ and take for granted that there is a minimum to find. For fixed matrices in a finite basis, the result gives a condition under which there is none.

The danger comes from the augmentation charge. With one projector $\beta$ the overlap is $S=1+q|\beta\rangle\langle\beta|$, and $q$ is negative when the pseudo wave holds more charge in the augmentation region than the all-electron wave. Since $\langle\beta,S\beta\rangle=\|\beta\|^2(1+q\|\beta\|^2)$, the projector itself has negative norm once $q\|\beta\|^2<-1$. This short calculation is an illustration and has no theorem in the Lean code.

A dense solver that begins with a Cholesky factorization of $S$ breaks down on an indefinite overlap. An iterative minimizer may carry on for as long as its trial vectors have positive norm.

Two levels show the effect. Take $H=\mathrm{diag}(-1,0)$, $S=\mathrm{diag}(1,-1)$ and $z=(1,1)$. With $z$ scaled to unit Euclidean length, $\langle z,Sz\rangle=0$ and $\langle z,Hz\rangle=-\tfrac12$. The generalized eigenvalues are $-1$ and $0$, both harmless in appearance, yet $v=(1,b)$ with $0<b<1$ has $R(v)=-1/(1-b^2)$, which falls without limit as $b\to1$.

## From a null vector to arbitrarily low energy

For Hermitian $A$ and a complex number $c$, the cross terms of a superposition are $c\langle x,Ay\rangle$ and $\bar c\langle y,Ax\rangle$. They are complex conjugates of each other, so

$$\langle x+cy,A(x+cy)\rangle=\langle x,Ax\rangle+2\,\mathrm{Re}\,(c\langle x,Ay\rangle)+|c|^2\langle y,Ay\rangle. \tag{1}$$

**A positive-norm vector.** Put $u=z+\tau Sz$ with $\tau>0$. By (1), and because $\langle z,S\,Sz\rangle=\|Sz\|^2$,

$$\langle u,Su\rangle=\tau\left(2\|Sz\|^2+\tau\langle Sz,S\,Sz\rangle\right).$$

Since $Sz\neq0$, this is positive for small $\tau$.

**The collapse.** Choose $s=\pm1$ so that $s\,\mathrm{Re}\langle z,Su\rangle\ge0$, and put $v=z+tsu$ with $t>0$. Then

$$\langle v,Sv\rangle=2ts\,\mathrm{Re}\langle z,Su\rangle+t^2\langle u,Su\rangle>0.$$

For a given $E$, (1) also yields

$$\langle v,Hv\rangle-E\langle v,Sv\rangle=a+2bt+ct^2,$$

where now

$$a=\langle z,Hz\rangle,\quad b=s\,\mathrm{Re}\left(\langle z,Hu\rangle-E\langle z,Su\rangle\right),\quad c=\langle u,Hu\rangle-E\langle u,Su\rangle .$$

Because $a<0$, a suitable step is

$$t=\frac{-a}{-a+2|b|+|c|+1}.$$

It satisfies $0<t\le1$, so $2bt+ct^2\le t(2|b|+|c|)=-a-t(1-a)<-a$. The quadratic is therefore negative, and division by $\langle v,Sv\rangle>0$ gives $R(v)<E$.

The same argument with $-H$ in place of $H$ gives a neighbouring result: if $\langle z,Hz\rangle>0$ and the other two conditions on $z$ hold, $R$ is unbounded above on positive-norm vectors.

## Why the order of the quotients decides

If every negative-norm quotient lies at or below every positive-norm one, then $R(g)$ for any single negative-norm $g$ is a lower bound.

Conversely, suppose that $R(g)>R(p)$ for some $g$ of negative and $p$ of positive norm. Choose a phase $\theta$, $|\theta|=1$, with $\mathrm{Re}(\theta\langle g,Sp\rangle)=0$. Changing the sign of $\theta$ preserves this, so $\mathrm{Re}(\theta\langle g,Hp\rangle)\le0$ can be arranged as well. Let

$$w=g+r\theta p,\qquad r\ge0,\qquad r^2=-\frac{\langle g,Sg\rangle}{\langle p,Sp\rangle}.$$

Then $\langle w,Sw\rangle=\langle g,Sg\rangle+r^2\langle p,Sp\rangle=0$, and

$$\langle w,Hw\rangle\le\langle g,Hg\rangle+r^2\langle p,Hp\rangle=\langle g,Sg\rangle\,(R(g)-R(p))<0 .$$

So $w$ is a null vector of negative energy. The collapse argument, with $z=w$ and $u=p$, shows that no lower bound exists.

## The same steps in Lean

`expect_add_smul` is equation (1); its first step proves that the two cross terms are conjugate. `quadratic_neg` supplies the explicit step $t$. `collapse_of_null` picks the sign $s$ by cases, applies `quadratic_neg` to the coefficients $a,b,c$ above, and uses `div_lt_iff₀` to pass from the numerator to the quotient.

`ghost_collapse` builds $u$ from $Sz$. Here `norm_re` writes $\|Sz\|^2$ as a sum of squared moduli, which is positive because one component is nonzero. The small parameter $\tau$ comes from `quadratic_neg` again, and is called `t` in the code.

`exists_phase` constructs $\theta$. In `bounded_iff`, the facts `hz` and `hneg` state that the superposition $w$ has zero norm and negative energy, after which `collapse_of_null` contradicts the assumed bound.

```lean
import Mathlib

open Matrix

namespace UltrasoftGhost

noncomputable section

variable {n : Type*} [Fintype n]

/-- The real part of the expectation value `⟨v, A v⟩`. -/
def expect (A : Matrix n n ℂ) (v : n → ℂ) : ℝ := (star v ⬝ᵥ A *ᵥ v).re

/-- The generalized energy quotient `⟨v, H v⟩ / ⟨v, S v⟩`, meant for vectors with
`⟨v, S v⟩ ≠ 0`. -/
def rayleigh (H S : Matrix n n ℂ) (v : n → ℂ) : ℝ := expect H v / expect S v

/-- The expectation value of a Hermitian matrix in a superposition `x + c y` is the sum of the
two direct terms and an interference term. -/
theorem expect_add_smul {A : Matrix n n ℂ} (hA : A.IsHermitian) (x y : n → ℂ) (c : ℂ) :
    expect A (x + c • y) = expect A x + 2 * (c * (star x ⬝ᵥ A *ᵥ y)).re
      + Complex.normSq c * expect A y := by
  have h : star y ⬝ᵥ A *ᵥ x = star (star x ⬝ᵥ A *ᵥ y) :=
    (Matrix.star_dotProduct _ _).trans
      (by rw [Matrix.star_mulVec, hA.eq, ← Matrix.dotProduct_mulVec])
  simp only [expect, star_add, star_smul, Matrix.mulVec_add, Matrix.mulVec_smul,
    add_dotProduct, dotProduct_add, smul_dotProduct, dotProduct_smul, smul_eq_mul, h]
  simp only [Complex.add_re, Complex.add_im, Complex.mul_re, Complex.mul_im, Complex.star_def,
    Complex.conj_re, Complex.conj_im, Complex.normSq_apply]
  ring

/-- The squared length of a complex vector is the sum of the squared moduli of its components. -/
theorem norm_re (w : n → ℂ) : (star w ⬝ᵥ w).re = ∑ i, Complex.normSq (w i) := by
  simp only [dotProduct, Complex.re_sum]
  refine Finset.sum_congr rfl fun i _ => ?_
  rw [Pi.star_apply, Complex.star_def, Complex.mul_re, Complex.conj_re, Complex.conj_im,
    Complex.normSq_apply]
  ring

/-- A real quadratic that is negative at zero is negative at some positive argument. -/
theorem quadratic_neg (a b c : ℝ) (ha : a < 0) : ∃ t > 0, a + 2 * b * t + c * t ^ 2 < 0 := by
  have hK : 0 < -a + 2 * |b| + |c| + 1 := by linarith [abs_nonneg b, abs_nonneg c]
  obtain ⟨t, ht⟩ : ∃ t, t = -a / (-a + 2 * |b| + |c| + 1) := ⟨_, rfl⟩
  have t0 : 0 < t := by rw [ht]; exact div_pos (by linarith) hK
  have t1 : t ≤ 1 := by
    rw [ht, div_le_one hK]
    linarith [abs_nonneg b, abs_nonneg c]
  have hm : t * (-a + 2 * |b| + |c| + 1) = -a := by rw [ht]; exact div_mul_cancel₀ _ hK.ne'
  have h1 : b * t ≤ |b| * t := mul_le_mul_of_nonneg_right (le_abs_self b) t0.le
  have h2 : c * t ^ 2 ≤ |c| * t ^ 2 := mul_le_mul_of_nonneg_right (le_abs_self c) (sq_nonneg t)
  have h3 : |c| * t ^ 2 ≤ |c| * t :=
    mul_le_mul_of_nonneg_left (by nlinarith) (abs_nonneg c)
  have h4 : 0 < t * -a := mul_pos t0 (by linarith)
  exact ⟨t, t0, by nlinarith⟩

/-- For Hermitian `H` and `S`, if some vector has zero `S`-norm and negative `⟨z, H z⟩`, and some
vector has positive `S`-norm, the energy quotient is unbounded below on positive-norm vectors. -/
theorem collapse_of_null {H S : Matrix n n ℂ} (hH : H.IsHermitian) (hS : S.IsHermitian)
    {z u : n → ℂ} (hz : expect S z = 0) (hneg : expect H z < 0) (hu : 0 < expect S u) (E : ℝ) :
    ∃ v, 0 < expect S v ∧ rayleigh H S v < E := by
  -- the sign of the admixture makes the interference term of the norm non-negative
  obtain ⟨s, hs, hb⟩ : ∃ s : ℝ, s ^ 2 = 1 ∧ 0 ≤ s * (star z ⬝ᵥ S *ᵥ u).re := by
    rcases le_total 0 (star z ⬝ᵥ S *ᵥ u).re with h | h
    · exact ⟨1, by norm_num, by linarith⟩
    · exact ⟨-1, by norm_num, by linarith⟩
  obtain ⟨t, t0, ht⟩ := quadratic_neg (expect H z)
    (s * ((star z ⬝ᵥ H *ᵥ u).re - E * (star z ⬝ᵥ S *ᵥ u).re))
    (expect H u - E * expect S u) hneg
  have hv : ∀ A : Matrix n n ℂ, A.IsHermitian → expect A (z + ((t * s : ℝ) : ℂ) • u) =
      expect A z + 2 * (t * s) * (star z ⬝ᵥ A *ᵥ u).re + t ^ 2 * expect A u := by
    intro A hA
    rw [expect_add_smul hA, Complex.re_ofReal_mul, Complex.normSq_ofReal]
    linear_combination (t ^ 2 * expect A u) * hs
  have hpos : 0 < expect S (z + ((t * s : ℝ) : ℂ) • u) := by
    rw [hv S hS, hz]
    have h1 := mul_nonneg t0.le hb
    have h2 := mul_pos (pow_pos t0 2) hu
    linarith
  refine ⟨_, hpos, ?_⟩
  rw [rayleigh, div_lt_iff₀ hpos, hv S hS, hv H hH, hz]
  linarith

/-- For Hermitian `H` and `S`, a vector `z` with `⟨z, S z⟩ = 0`, `S z ≠ 0` and `⟨z, H z⟩ < 0`
makes the energy quotient unbounded below on vectors of positive `S`-norm. -/
theorem ghost_collapse {H S : Matrix n n ℂ} (hH : H.IsHermitian) (hS : S.IsHermitian)
    {z : n → ℂ} (hz : expect S z = 0) (hSz : S *ᵥ z ≠ 0) (hneg : expect H z < 0) (E : ℝ) :
    ∃ v, 0 < expect S v ∧ rayleigh H S v < E := by
  have hN : 0 < (star z ⬝ᵥ S *ᵥ (S *ᵥ z)).re := by
    have h : star z ⬝ᵥ S *ᵥ (S *ᵥ z) = star (S *ᵥ z) ⬝ᵥ (S *ᵥ z) := by
      rw [Matrix.star_mulVec, hS.eq, ← Matrix.dotProduct_mulVec]
    rw [h, norm_re]
    obtain ⟨i, hi⟩ := Function.ne_iff.mp hSz
    exact Finset.sum_pos' (fun i _ => Complex.normSq_nonneg _)
      ⟨i, Finset.mem_univ i, Complex.normSq_pos.mpr hi⟩
  -- a small admixture of `S z` to `z` has positive norm
  obtain ⟨t, t0, ht⟩ := quadratic_neg (-(2 * (star z ⬝ᵥ S *ᵥ (S *ᵥ z)).re))
    (-(expect S (S *ᵥ z)) / 2) 0 (by linarith)
  refine collapse_of_null hH hS (u := z + (t : ℂ) • (S *ᵥ z)) hz hneg ?_ E
  rw [expect_add_smul hS, Complex.re_ofReal_mul, Complex.normSq_ofReal, hz]
  have h := mul_pos t0 (neg_pos.mpr ht)
  linarith

/-- Any two complex amplitudes admit a common phase factor that makes the first purely imaginary
and the real part of the second non-positive. -/
theorem exists_phase (c d : ℂ) :
    ∃ θ : ℂ, Complex.normSq θ = 1 ∧ (θ * c).re = 0 ∧ (θ * d).re ≤ 0 := by
  obtain ⟨θ, h1, h2⟩ : ∃ θ : ℂ, Complex.normSq θ = 1 ∧ (θ * c).re = 0 := by
    by_cases hc : c = 0
    · exact ⟨1, by simp, by simp [hc]⟩
    · have hn : ‖c‖ ≠ 0 := norm_ne_zero_iff.mpr hc
      have hsq : ‖c‖ ^ 2 = c.re * c.re + c.im * c.im := by
        rw [Complex.sq_norm, Complex.normSq_apply]
      refine ⟨⟨c.im / ‖c‖, c.re / ‖c‖⟩, ?_, ?_⟩
      · rw [Complex.normSq_mk]
        field_simp
        linarith
      · simp only [Complex.mul_re]
        ring
  rcases le_total (θ * d).re 0 with h | h
  · exact ⟨θ, h1, h2, h⟩
  · refine ⟨-θ, by rw [Complex.normSq_neg, h1], ?_, ?_⟩
    · rw [neg_mul, Complex.neg_re, h2, neg_zero]
    · rw [neg_mul, Complex.neg_re]
      linarith

/-- For Hermitian `H` and `S` where `S` has a vector of negative norm, the energy is bounded below
on positive-norm vectors exactly when no negative-norm vector has a higher energy quotient than
a positive-norm vector. -/
theorem bounded_iff {H S : Matrix n n ℂ} (hH : H.IsHermitian) (hS : S.IsHermitian)
    (hind : ∃ g, expect S g < 0) :
    (∃ E, ∀ v, 0 < expect S v → E ≤ rayleigh H S v) ↔
      ∀ p g, 0 < expect S p → expect S g < 0 → rayleigh H S g ≤ rayleigh H S p := by
  constructor
  · rintro ⟨E, hE⟩ p g hp hg
    by_contra hlt
    have h := mul_lt_mul_of_neg_left (not_le.mp hlt) hg
    obtain ⟨θ, hθ, hc, hd⟩ := exists_phase (star g ⬝ᵥ S *ᵥ p) (star g ⬝ᵥ H *ᵥ p)
    obtain ⟨r, r0, hr⟩ : ∃ r : ℝ, 0 ≤ r ∧ r ^ 2 = -expect S g / expect S p :=
      ⟨_, Real.sqrt_nonneg _, Real.sq_sqrt (div_nonneg (by linarith) hp.le)⟩
    have hv : ∀ A : Matrix n n ℂ, A.IsHermitian → expect A (g + ((r : ℂ) * θ) • p) =
        expect A g + 2 * (r * (θ * (star g ⬝ᵥ A *ᵥ p)).re) + r ^ 2 * expect A p := by
      intro A hA
      rw [expect_add_smul hA, mul_assoc (r : ℂ), Complex.re_ofReal_mul, Complex.normSq_mul,
        Complex.normSq_ofReal, hθ]
      ring
    -- the superposition has zero norm and negative energy
    have hz : expect S (g + ((r : ℂ) * θ) • p) = 0 := by
      rw [hv S hS, hc, hr, div_mul_cancel₀ _ hp.ne']
      ring
    have hneg : expect H (g + ((r : ℂ) * θ) • p) < 0 := by
      have e1 : expect S g * rayleigh H S g = expect H g := by
        have hg0 := hg.ne
        rw [rayleigh]
        field_simp
      have e2 : -expect S g / expect S p * expect H p = -(expect S g * rayleigh H S p) := by
        rw [rayleigh]
        ring
      have h3 := mul_nonneg r0 (neg_nonneg.mpr hd)
      rw [hv H hH, hr, e2]
      linarith
    obtain ⟨v, hv0, hvE⟩ := collapse_of_null hH hS hz hneg hp E
    exact not_lt_of_ge (hE v hv0) hvE
  · intro h
    obtain ⟨g, hg⟩ := hind
    exact ⟨rayleigh H S g, fun v hv => h v g hv hg⟩

/-- The two-level matrices `H = diag(-1, 0)` and `S = diag(1, -1)` with `z = (1, 1)` meet all
hypotheses of `ghost_collapse`. -/
theorem ghost_collapse_witness :
    (!![-1, 0; 0, 0] : Matrix (Fin 2) (Fin 2) ℂ).IsHermitian ∧
    (!![1, 0; 0, -1] : Matrix (Fin 2) (Fin 2) ℂ).IsHermitian ∧
    expect !![1, 0; 0, -1] ![1, 1] = 0 ∧
    (!![1, 0; 0, -1] : Matrix (Fin 2) (Fin 2) ℂ) *ᵥ ![1, 1] ≠ 0 ∧
    expect !![-1, 0; 0, 0] ![1, 1] < 0 := by
  refine ⟨Matrix.IsHermitian.ext fun i j => ?_, Matrix.IsHermitian.ext fun i j => ?_,
    ?_, fun h => ?_, ?_⟩
  · fin_cases i <;> fin_cases j <;> simp
  · fin_cases i <;> fin_cases j <;> simp
  · simp [expect, Matrix.mulVec, dotProduct, Fin.sum_univ_succ]
  · have h0 := congrFun h 0
    simp [Matrix.mulVec, dotProduct, Fin.sum_univ_succ] at h0
  · simp [expect, Matrix.mulVec, dotProduct, Fin.sum_univ_succ]

end

end UltrasoftGhost
```

```lean
#print axioms UltrasoftGhost.collapse_of_null
#print axioms UltrasoftGhost.ghost_collapse
#print axioms UltrasoftGhost.bounded_iff
```

```
'UltrasoftGhost.collapse_of_null' depends on axioms: [propext, Classical.choice, Quot.sound]
'UltrasoftGhost.ghost_collapse' depends on axioms: [propext, Classical.choice, Quot.sound]
'UltrasoftGhost.bounded_iff' depends on axioms: [propext, Classical.choice, Quot.sound]
```

## What is established for fixed matrices, and what a real calculation adds

The index type `n` labels the finite basis, and `Matrix n n ℂ` holds $H$ and $S$. `expect A v` is the real part of $\langle v,Av\rangle$, which for Hermitian $A$ is the whole value. `rayleigh H S v` is $R(v)$, and the theorems use it only where the norm is nonzero.

- `ghost_collapse` is the main claim. The hypotheses `hz`, `hSz` and `hneg` are the three conditions on $z$, and the conclusion holds for every real `E`.
- `collapse_of_null` replaces $Sz\neq0$ by the existence of some positive-norm vector `u`. It therefore also applies when $z$ lies in the kernel of $S$, as can happen for a singular positive semidefinite overlap.
- `bounded_iff` is the criterion. Its hypothesis `hind` requires a vector of negative norm, so it makes no statement about positive semidefinite overlaps.
- `ghost_collapse_witness` confirms that the two-level example, with the unnormalised $z=(1,1)$, meets every hypothesis of `ghost_collapse`.

The theorems give the existence of low-energy vectors. They do not say whether a particular minimizer, started from a particular vector, will reach them; a run that converges to a reasonable energy therefore does not prove that a lower bound exists.

$H$ and $S$ are also held fixed. In a self-consistent calculation $H$ changes with the density, and the result applies to the matrices of one iteration at a time.

The step left to the user is to show that the matrices of an actual pseudopotential, at the chosen cutoff and geometry, have a null vector of negative energy. The lowest eigenvalue of $S$ is a natural first check. If it is positive, the only null vector is zero and this mechanism is absent. If it is zero and $S\neq0$, the null vectors are the kernel of $S$, and `collapse_of_null` applies as soon as one of them has negative energy. If it is negative, the comparison of quotients in `bounded_iff` decides.
